# Nearest-neighbour hops without double occupancy cannot exchange particles on an open chain

Spinless fermions hop along an open chain, and a world-line simulation follows them through imaginary time until the occupied sites are again the initial ones. The particles are identical, so the history may close up to a permutation, and an odd permutation brings a factor $-1$. Must the code keep track of it?

## The exchange sign drops out of the return sum

Let $x_i\in\mathbb Z$ be the initial site of particle $i$ and $y_i$ its final site, with all initial sites distinct. Each hop moves one particle by $\pm1$ and leaves all sites distinct. For finitely many particles and any finite number of hops,

$$\{y_i\}=\{x_i\}\quad\Longrightarrow\quad y_i=x_i\ \text{ for every } i .$$

Let $A_n(x,y)$ be the sum over all sequences of $n$ allowed hops from $x$ to $y$, each weighted by the product of its complex step weights $w$. Write $x\circ\sigma$ for the configuration with particle $i$ at $x_{\sigma(i)}$, where $\sigma$ is a permutation of the labels. Then

$$\sum_\sigma \operatorname{sgn}(\sigma)\,A_n(x,x\circ\sigma)=\sum_\sigma A_n(x,x\circ\sigma).$$

## Where a world-line code uses this

Consider a world-line code for one species of spinless fermions on an open chain in which every history is a sequence of the allowed hops above. It can leave out the permutation parity when it evaluates a closed history. If it does record permutations, any result other than the identity points to a bug. This does not apply to a code that lets paths cross and leaves the cancellation to the signs.

Only the exchange sign is removed. The weights $w$ may themselves be negative or complex, and whether they can serve as probabilities is a separate question.

## Order is preserved hop by hop

**One hop.** Suppose $x_i<x_j$. The sites are integers, so $x_j-x_i\ge1$. A hop moves at most one of these two particles, by one site, so afterwards $y_j-y_i\ge0$. Equality would mean double occupancy, which is forbidden. Hence $y_i<y_j$.

**Many hops.** With no hops the order is unchanged, and each further hop preserves it. By induction, every finite history does.

**Same occupied set.** Number the $N$ particles so that $x_1<\dots<x_N$. Then also $y_1<\dots<y_N$. Both lists enumerate the same set in increasing order, so they agree entry by entry: $y_i=x_i$.

**Permutations.** If a history ends at $y=x\circ\sigma$, the occupied set is the initial one, so $x_{\sigma(i)}=x_i$. The initial sites are distinct, hence $\sigma(i)=i$ for all $i$.

**Amplitudes.** Set $A_0(x,y)=1$ if $x=y$ and $0$ otherwise. Write $x^{k,s}$ for $x$ with particle $k$ displaced by $s$. Then

$$A_{n+1}(x,y)=\sum_k\sum_{s=\pm1}w(x,x^{k,s})\,A_n(x^{k,s},y),$$

where only displacements that keep all sites distinct contribute. If $y$ cannot be reached from $x$, then $A_0(x,y)=0$. For $n+1$ hops, $y$ cannot be reached from any allowed $x^{k,s}$ either, so every term vanishes by induction. In the permutation sums, all terms with $\sigma\ne1$ are therefore zero. The identity has sign $+1$, and both sums equal $A_n(x,x)$.

## Lean source

```lean
import Mathlib

open Relation

namespace OpenChainSignFree

variable {ι S : Type*}

/-- Nearest-neighbour bonds of the open chain: a site is joined to the sites one step
to its right and one step to its left. -/
def chainBond (a b : ℤ) : Prop := b = a + 1 ∨ b = a - 1

/-- Bonds joining each site `a` to `a + 1` and `a - 1`, with sites labelled by integers modulo `L`.
For `L ≥ 3` these are the nearest-neighbour bonds of a periodic ring. -/
def ringBond (L : ℕ) (a b : ZMod L) : Prop := b = a + 1 ∨ b = a - 1

/-- One allowed step: a single particle crosses a bond, all others stay where they are,
and the new configuration has no doubly occupied site. -/
def Hop (bond : S → S → Prop) (x y : ι → S) : Prop :=
  ∃ k, bond (x k) (y k) ∧ (∀ j, j ≠ k → y j = x j) ∧ Function.Injective y

/-- The configuration `y` is reached from `x` by a finite number of allowed steps. -/
abbrev Reachable (bond : S → S → Prop) (x y : ι → S) : Prop :=
  ReflTransGen (Hop bond) x y

/-- A single hop on the open chain keeps the left-to-right order of any two particles. -/
theorem hop_preserves_order {x y : ι → ℤ} (h : Hop chainBond x y) {i j : ι}
    (hij : x i < x j) : y i < y j := by
  obtain ⟨k, hk, hrest, hinj⟩ := h
  have hne : i ≠ j := by
    intro e
    rw [e] at hij
    exact lt_irrefl _ hij
  -- the two particles may not meet on one site
  have hy : y i ≠ y j := hinj.ne hne
  unfold chainBond at hk
  by_cases hi : i = k
  · have hj := hrest j (fun e => hne (hi.trans e.symm))
    rw [← hi] at hk
    omega
  · have hi' := hrest i hi
    by_cases hj : j = k
    · rw [← hj] at hk
      omega
    · have hj' := hrest j hj
      omega

/-- Any finite sequence of hops on the open chain keeps the left-to-right order of any
two particles. -/
theorem reachable_preserves_order {x y : ι → ℤ} (h : Reachable chainBond x y) {i j : ι}
    (hij : x i < x j) : y i < y j := by
  induction h with
  | refl => exact hij
  | tail _ hstep ih => exact hop_preserves_order hstep ih

/-- If finitely many particles on distinct sites of an open chain hop any finite number of times and
the occupied set is again the initial one, then every particle is at its own starting site. -/
theorem eq_of_same_occupied_set [Finite ι] {x y : ι → ℤ} (hx : Function.Injective x)
    (h : Reachable chainBond x y) (hocc : Set.range y = Set.range x) : y = x := by
  -- order the particle labels by their initial positions
  let : LinearOrder ι := LinearOrder.lift' x hx
  have hxm : StrictMono x := fun _ _ hij => hij
  have hym : StrictMono y := fun _ _ hij => reachable_preserves_order h hij
  exact (hym.range_inj hxm).1 hocc

/-- If hops on the open chain lead from a configuration of finitely many particles on distinct sites
to the same configuration with permuted particles, then the permutation is the identity. -/
theorem permutation_eq_one [Finite ι] {x : ι → ℤ} (hx : Function.Injective x)
    (σ : Equiv.Perm ι) (h : Reachable chainBond x (x ∘ σ)) : σ = 1 := by
  have hfix := eq_of_same_occupied_set hx h (σ.surjective.range_comp x)
  exact Equiv.ext fun i => hx (congrFun hfix i)

/-- The configuration obtained from `x` by displacing particle `k` by `s`. -/
def move [DecidableEq ι] (x : ι → ℤ) (k : ι) (s : ℤ) : ι → ℤ :=
  Function.update x k (x k + s)

/-- The `n`-step amplitude from `x` to `y`: the sum over all sequences of `n` allowed hops
on the open chain of the product of the step weights `w`. -/
noncomputable def amplitude [Fintype ι] [DecidableEq ι] (w : (ι → ℤ) → (ι → ℤ) → ℂ) :
    ℕ → (ι → ℤ) → (ι → ℤ) → ℂ
  | 0, x, y => if x = y then 1 else 0
  | n + 1, x, y => ∑ k : ι, ∑ s ∈ ({1, -1} : Finset ℤ),
      if Function.Injective (move x k s) then
        w x (move x k s) * amplitude w n (move x k s) y
      else 0

/-- The amplitude vanishes between configurations that no sequence of allowed hops connects. -/
theorem amplitude_eq_zero [Fintype ι] [DecidableEq ι] (w : (ι → ℤ) → (ι → ℤ) → ℂ)
    (n : ℕ) (x y : ι → ℤ) (h : ¬ Reachable chainBond x y) : amplitude w n x y = 0 := by
  induction n generalizing x with
  | zero =>
    have hxy : x ≠ y := by
      intro e
      rw [e] at h
      exact h ReflTransGen.refl
    simp only [amplitude, if_neg hxy]
  | succ n ih =>
    simp only [amplitude]
    refine Finset.sum_eq_zero fun k _ => Finset.sum_eq_zero fun s hs => ?_
    split_ifs with hinj
    · -- the first hop is allowed, so the remaining steps cannot reach `y`
      have hs' : s = 1 ∨ s = -1 := by simpa using hs
      have hk : move x k s k = x k + s := by simp [move]
      have hstep : Hop chainBond x (move x k s) := by
        refine ⟨k, ?_, fun j hj => by simp [move, hj], hinj⟩
        unfold chainBond
        omega
      rw [ih _ (fun h' => h (ReflTransGen.head hstep h')), mul_zero]
    · rfl

/-- For an initial configuration without double occupancy on the open chain, the return amplitude
summed over particle permutations with the fermionic exchange sign equals the same sum without the
sign. -/
theorem signed_sum_eq_unsigned_sum [Fintype ι] [DecidableEq ι]
    (w : (ι → ℤ) → (ι → ℤ) → ℂ) (n : ℕ) {x : ι → ℤ} (hx : Function.Injective x) :
    ∑ σ : Equiv.Perm ι, ((Equiv.Perm.sign σ : ℤ) : ℂ) * amplitude w n x (x ∘ σ) =
      ∑ σ : Equiv.Perm ι, amplitude w n x (x ∘ σ) := by
  refine Finset.sum_congr rfl fun σ _ => ?_
  by_cases hσ : σ = 1
  · rw [hσ]
    simp
  · -- a true exchange is never reached
    rw [amplitude_eq_zero w n x (x ∘ σ) (fun h => hσ (permutation_eq_one hx σ h)), mul_zero]

/-- On a periodic ring of three sites, allowed hops can exchange two particles, and this
exchange has sign `-1`. -/
theorem ring_allows_exchange :
    Reachable (ringBond 3) (![0, 1] : Fin 2 → ZMod 3)
      ((![0, 1] : Fin 2 → ZMod 3) ∘ Equiv.swap (0 : Fin 2) 1) ∧
    Equiv.Perm.sign (Equiv.swap (0 : Fin 2) 1) = -1 := by
  -- the particles follow each other around the ring: (0,1), (0,2), (1,2), (1,0)
  have h1 : Hop (ringBond 3) (![0, 1] : Fin 2 → ZMod 3) ![0, 2] := by
    unfold Hop ringBond
    decide
  have h2 : Hop (ringBond 3) (![0, 2] : Fin 2 → ZMod 3) ![1, 2] := by
    unfold Hop ringBond
    decide
  have h3 : Hop (ringBond 3) (![1, 2] : Fin 2 → ZMod 3)
      ((![0, 1] : Fin 2 → ZMod 3) ∘ Equiv.swap (0 : Fin 2) 1) := by
    unfold Hop ringBond
    decide
  exact ⟨((ReflTransGen.single h1).tail h2).tail h3, Equiv.Perm.sign_swap (by decide)⟩

end OpenChainSignFree
```

```lean
#print axioms OpenChainSignFree.signed_sum_eq_unsigned_sum
-- 'OpenChainSignFree.signed_sum_eq_unsigned_sum' depends on axioms: [propext, Classical.choice, Quot.sound]
#print axioms OpenChainSignFree.ring_allows_exchange
-- 'OpenChainSignFree.ring_allows_exchange' depends on axioms: [propext, Classical.choice, Quot.sound]
```

## How the code represents particles and histories

A configuration is a function `x : ι → ℤ` from particle labels to sites. `Set.range x` is the occupied set, and `Function.Injective x` says that no site is doubly occupied. `Hop` takes the bonds as an argument, so one definition serves both the chain and the ring. `Reachable` allows any finite number of hops, including none.

The main statement is `eq_of_same_occupied_set`; `permutation_eq_one` is its version for permutations. `signed_sum_eq_unsigned_sum` is the amplitude identity, for every `n` and every weight function `w`.

## How the Lean proof follows the ordering argument

`hop_preserves_order` distinguishes whether the moving particle `k` is `i`, `j` or neither, and `omega` settles the integer inequalities. `reachable_preserves_order` is the induction over hops.

For the main theorem, `LinearOrder.lift' x hx` orders the labels by initial position. Both configurations are then strictly increasing. Because there are finitely many labels, `range_inj` applies and shows that two such functions with the same range are equal.

`amplitude_eq_zero` is the induction on `n`. It keeps the starting configuration general, because the first hop changes it. The final identity compares the two sums term by term.

## A three-site ring does exchange two particles

Replace the open chain by a periodic ring with sites $0,1,2$ and start two particles at $(0,1)$. The hops

$$(0,1)\to(0,2)\to(1,2)\to(1,0)$$

are all allowed and restore the occupied set, but the particles have changed places. `ring_allows_exchange` proves this, with `decide` checking each hop, and confirms that the permutation has sign $-1$. A direct count, which goes beyond the file, gives two three-hop histories that restore the occupied set, both of them exchanges: with unit weights the return sum is $-2$ with the sign and $2$ without it.

## Scope: one species, one hop at a time

The open-chain theorems concern particles of a single species on the integer line, with at most one particle per site. This exclusion stands for the Pauli principle of spinless fermions and is built into `Hop`. A finite chain with walls is included, since its histories are also histories on the integer line; in the amplitude, steps through a wall get weight zero.

Each step of `amplitude` is exactly one hop, and its weight depends on the configurations before and after the hop but not on the step number. Time slices without a hop, time-dependent weights and integrals over continuous imaginary time are not modelled. A time step in which several particles move at once is not a single step of `amplitude`; the order and permutation theorems still apply to it if it can be decomposed into allowed single hops. Longer-range hopping is not covered, and nothing is stated about sampling efficiency or statistical error.
